# For real symmetric spin Fock matrices, restricted open-shell stationarity means three vanishing blocks

The closed, open and virtual shells are represented here by projectors $C$, $O$ and $V$, not by orbital coefficients, and the first-order energy change is defined by a trace formula, not derived from an energy functional. The projectors are real symmetric matrices in an orthonormal basis of spatial orbitals. They are mutually orthogonal and satisfy $C+O+V=1$. The model is a high-spin determinant: alpha electrons fill the closed and open shells, beta electrons only the closed shell, so the spin densities are $C+O$ and $C$.

Let $A$ and $B$ be the alpha and beta Fock matrices, both real symmetric. A real antisymmetric matrix $K$ generates an orbital rotation $e^{K}$, which changes a density $P$ to first order by $[K,P]=KP-PK$. The energy change is then

$$\delta E(K)=\operatorname{tr}\big(A[K,C+O]\big)+\operatorname{tr}\big(B[K,C]\big).$$

It vanishes for every antisymmetric $K$ if and only if

$$CBO=0,\qquad OAV=0,\qquad C(A+B)V=0.$$

Equivalently, the effective Fock matrix

$$\begin{aligned}R={}&\tfrac12\big(CSC+OSO+VSV+CSV+VSC\big)\\&+(CBO+OBC)+(OAV+VAO),\qquad S=A+B,\end{aligned}$$

commutes with $C$ and with $O$.

## Convergence tests and the matrix to diagonalise

For a high-spin determinant in a finite real basis, the three blocks are what a restricted open-shell self-consistent-field code has to drive to zero, and the second equivalence justifies testing a single matrix $R$ instead. When $R$ commutes with the projectors, its eigenvectors can be chosen to lie each within one shell.

The unrestricted test, in which each Fock matrix commutes with its own spin density, is too strict here. The file contains a stationary three-orbital example in which both of those commutators are nonzero.

## From the energy change to the blocks

Cyclicity of the trace gives, for any matrices $M$ and $P$,

$$\operatorname{tr}(M[K,P])=\operatorname{tr}(KPM)-\operatorname{tr}(KMP)=\operatorname{tr}(K[P,M]).$$

Applied to both spins, this yields

$$\delta E(K)=\operatorname{tr}(KG),\qquad G=[C+O,A]+[C,B].$$

If $G=0$, every variation vanishes. Conversely, the commutator of two symmetric matrices is antisymmetric, so $G^T=-G$ and $K=G$ is an allowed generator. Stationarity then gives

$$0=\operatorname{tr}(GG)=-\operatorname{tr}(G^TG)=-\sum_{ij}G_{ij}^2,$$

and hence $G=0$.

Next, multiply $G$ by projectors from both sides. The off-diagonal blocks are

$$\begin{aligned}
CGO&=(CAO-CAO)+CBO=CBO,\\
OGV&=OAV,\\
CGV&=CAV+CBV=C(A+B)V.
\end{aligned}$$

The diagonal blocks vanish identically: $CGC=(CAC-CAC)+(CBC-CBC)=0$, $OGO=OAO-OAO=0$, and $VGV=0$ because $VC=VO=0$ and $CV=OV=0$. The remaining three blocks are minus the transposes of those displayed. Since $C+O+V=1$, the matrix $G$ is the sum of its nine blocks, so $G=0$ exactly when the three conditions hold.

For the effective matrix, take any symmetric $F$. If it commutes with $C$ and $O$, then $CFO=FCO=0$, $CFV=FCV=0$ and $OFV=FOV=0$. If these three blocks vanish, so do their transposes, and therefore $CF=CFC=FC$ and $OF=OFO=FO$. The blocks of $R$ are

$$CRO=CBO,\qquad ORV=OAV,\qquad CRV=\tfrac12\,C(A+B)V,$$

so $R$ commutes with $C$ and $O$ exactly when the energy is stationary.

## The Lean file

```lean
import Mathlib

open Matrix

namespace RestrictedOpenShell

noncomputable section

variable {n : Type*} [Fintype n] [DecidableEq n]

/-- `C`, `O`, `V` are the mutually orthogonal symmetric projectors onto the closed, open and
virtual orbital spaces, which together span the whole orbital space. -/
structure ShellProjectors (C O V : Matrix n n ℝ) : Prop where
  C_symm : Cᵀ = C
  O_symm : Oᵀ = O
  CC : C * C = C
  OO : O * O = O
  CO : C * O = 0
  sum_one : C + O + V = 1

/-- First-order energy change under the orbital rotation generated by `K`: the alpha density
`C + O` and the beta density `C` change by their commutators with `K`. -/
def firstVariation (C O A B K : Matrix n n ℝ) : ℝ :=
  trace (A * (K * (C + O) - (C + O) * K)) + trace (B * (K * C - C * K))

/-- The energy is stationary: its first variation vanishes for every antisymmetric generator. -/
def IsStationary (C O A B : Matrix n n ℝ) : Prop :=
  ∀ K : Matrix n n ℝ, Kᵀ = -K → firstVariation C O A B K = 0

/-- The orbital gradient: the commutators of the spin densities with their Fock matrices,
added over the two spins. -/
def orbitalGradient (C O A B : Matrix n n ℝ) : Matrix n n ℝ :=
  ((C + O) * A - A * (C + O)) + (C * B - B * C)

/-- The effective Fock matrix: `B` couples closed and open shells, `A` couples open and virtual
shells, and the spin average `(A + B) / 2` fills all other blocks. -/
def effectiveFock (C O V A B : Matrix n n ℝ) : Matrix n n ℝ :=
  (1 / 2 : ℝ) • (C * (A + B) * C + O * (A + B) * O + V * (A + B) * V
    + C * (A + B) * V + V * (A + B) * C)
    + (C * B * O + O * B * C) + (O * A * V + V * A * O)

/-- The virtual projector is symmetric and idempotent, and the three shells are mutually
orthogonal in either order. -/
theorem ShellProjectors.products {C O V : Matrix n n ℝ} (h : ShellProjectors C O V) :
    O * C = 0 ∧ C * V = 0 ∧ V * C = 0 ∧ O * V = 0 ∧ V * O = 0 ∧ V * V = V ∧ Vᵀ = V := by
  have hOC : O * C = 0 := by
    have := congrArg transpose h.CO
    simpa [transpose_mul, h.C_symm, h.O_symm] using this
  have hV : V = 1 - C - O := by
    rw [← h.sum_one]
    abel
  refine ⟨hOC, ?_, ?_, ?_, ?_, ?_, ?_⟩ <;>
    simp [hV, mul_sub, sub_mul, h.CC, h.OO, h.CO, hOC, h.C_symm, h.O_symm]

/-- The first variation is the trace of the rotation generator times the orbital gradient. -/
theorem firstVariation_eq_trace (C O A B K : Matrix n n ℝ) :
    firstVariation C O A B K = trace (K * orbitalGradient C O A B) := by
  -- cyclicity of the trace moves the generator to the front
  have key : ∀ M P : Matrix n n ℝ,
      trace (M * (K * P - P * K)) = trace (K * (P * M - M * P)) := by
    intro M P
    have h1 : trace (M * (K * P)) = trace (K * (P * M)) := by
      rw [trace_mul_comm, mul_assoc]
    have h2 : trace (M * (P * K)) = trace (K * (M * P)) := by
      rw [← mul_assoc, trace_mul_comm]
    rw [mul_sub, mul_sub, trace_sub, trace_sub, h1, h2]
  rw [firstVariation, orbitalGradient, key, key, ← trace_add, ← mul_add K]

/-- For symmetric projectors and Fock matrices, the energy is stationary exactly when the
orbital gradient vanishes. -/
theorem isStationary_iff_gradient {C O V A B : Matrix n n ℝ} (h : ShellProjectors C O V)
    (hA : Aᵀ = A) (hB : Bᵀ = B) :
    IsStationary C O A B ↔ orbitalGradient C O A B = 0 := by
  constructor
  · intro hs
    have hG : (orbitalGradient C O A B)ᵀ = -orbitalGradient C O A B := by
      simp only [orbitalGradient, transpose_add, transpose_sub, transpose_mul, hA, hB,
        h.C_symm, h.O_symm]
      abel
    -- the gradient is itself an allowed generator
    have h0 := hs _ hG
    rw [firstVariation_eq_trace] at h0
    apply Matrix.trace_conjTranspose_mul_self_eq_zero_iff.mp
    rw [conjTranspose_eq_transpose_of_trivial, hG, neg_mul, trace_neg, h0, neg_zero]
  · intro hG K _
    rw [firstVariation_eq_trace, hG, mul_zero, trace_zero]

/-- **Restricted open-shell stationarity conditions.** For symmetric Fock matrices, the energy is
stationary exactly when `B` does not couple closed to open, `A` does not couple open to virtual,
and `A + B` does not couple closed to virtual orbitals. -/
theorem isStationary_iff_blocks {C O V A B : Matrix n n ℝ} (h : ShellProjectors C O V)
    (hA : Aᵀ = A) (hB : Bᵀ = B) :
    IsStationary C O A B ↔ C * B * O = 0 ∧ O * A * V = 0 ∧ C * (A + B) * V = 0 := by
  obtain ⟨hOC, hCV, hVC, hOV, hVO, -, hVs⟩ := h.products
  rw [isStationary_iff_gradient h hA hB]
  have key : ∀ X Y : Matrix n n ℝ, X * orbitalGradient C O A B * Y =
      (X * C + X * O) * A * Y - X * A * (C * Y + O * Y) + X * C * B * Y - X * B * (C * Y) := by
    intro X Y
    unfold orbitalGradient
    noncomm_ring
  constructor
  · -- each condition is one block of the gradient
    intro hG
    simp only [hG, mul_zero, zero_mul] at key
    refine ⟨?_, ?_, ?_⟩
    · simpa [h.CC, h.OO, h.CO] using (key C O).symm
    · simpa [h.OO, hOC, hCV, hOV] using (key O V).symm
    · simpa [h.CC, h.CO, hCV, hOV, mul_add, add_mul] using (key C V).symm
  · rintro ⟨h1, h2, h3⟩
    have flip : ∀ X Y M : Matrix n n ℝ, Xᵀ = X → Yᵀ = Y → Mᵀ = M →
        X * M * Y = 0 → Y * M * X = 0 := by
      intro X Y M hX hY hM h0
      have := congrArg transpose h0
      simpa [transpose_mul, hX, hY, hM, mul_assoc] using this
    have h1' := flip _ _ _ h.C_symm h.O_symm hB h1
    have h2' := flip _ _ _ h.O_symm hVs hA h2
    have h3' := flip _ _ _ h.C_symm hVs (by rw [transpose_add, hA, hB]) h3
    rw [mul_add, add_mul] at h3 h3'
    -- resolve the identity on both sides and collect the nine blocks
    have e : orbitalGradient C O A B =
        (C * B * O - O * B * C) + (O * A * V - V * A * O)
          + ((C * A * V + C * B * V) - (V * A * C + V * B * C)) := by
      calc orbitalGradient C O A B
          = (C + O) * A * (C + O + V) - (C + O + V) * A * (C + O)
            + (C * B * (C + O + V) - (C + O + V) * B * C) := by
              rw [h.sum_one, orbitalGradient]
              simp only [mul_one, one_mul]
        _ = _ := by noncomm_ring
    rw [e, h1, h1', h2, h2', h3, h3']
    simp

/-- A symmetric matrix commutes with the closed and open projectors exactly when it couples no two
different shells. -/
theorem commute_iff_blocks {C O V F : Matrix n n ℝ} (h : ShellProjectors C O V) (hF : Fᵀ = F) :
    (C * F = F * C ∧ O * F = F * O) ↔ C * F * O = 0 ∧ O * F * V = 0 ∧ C * F * V = 0 := by
  obtain ⟨-, hCV, -, hOV, -, -, hVs⟩ := h.products
  constructor
  · rintro ⟨hc, ho⟩
    refine ⟨?_, ?_, ?_⟩
    · rw [hc, mul_assoc, h.CO, mul_zero]
    · rw [ho, mul_assoc, hOV, mul_zero]
    · rw [hc, mul_assoc, hCV, mul_zero]
  · rintro ⟨h1, h2, h3⟩
    have flip : ∀ X Y : Matrix n n ℝ, Xᵀ = X → Yᵀ = Y → X * F * Y = 0 → Y * F * X = 0 := by
      intro X Y hX hY h0
      have := congrArg transpose h0
      simpa [transpose_mul, hX, hY, hF, mul_assoc] using this
    have h1' := flip _ _ h.C_symm h.O_symm h1
    have h2' := flip _ _ h.O_symm hVs h2
    have h3' := flip _ _ h.C_symm hVs h3
    have right : ∀ X : Matrix n n ℝ, X * F = X * F * C + X * F * O + X * F * V := by
      intro X
      simp only [← mul_add, h.sum_one, mul_one]
    have left : ∀ X : Matrix n n ℝ, F * X = C * F * X + O * F * X + V * F * X := by
      intro X
      simp only [← add_mul, h.sum_one, one_mul]
    constructor
    · rw [right C, left C, h1, h3, h1', h3']
    · rw [right O, left O, h1', h2, h1, h2']

/-- For symmetric Fock matrices, the energy is stationary exactly when the effective Fock matrix
commutes with the closed and open projectors. -/
theorem isStationary_iff_effectiveFock {C O V A B : Matrix n n ℝ} (h : ShellProjectors C O V)
    (hA : Aᵀ = A) (hB : Bᵀ = B) :
    IsStationary C O A B ↔
      C * effectiveFock C O V A B = effectiveFock C O V A B * C ∧
      O * effectiveFock C O V A B = effectiveFock C O V A B * O := by
  obtain ⟨hOC, hCV, hVC, hOV, hVO, hVV, hVs⟩ := h.products
  have hR : (effectiveFock C O V A B)ᵀ = effectiveFock C O V A B := by
    simp only [effectiveFock, transpose_add, transpose_smul, transpose_mul, hA, hB,
      h.C_symm, h.O_symm, hVs, mul_assoc]
    module
  have sandwich : ∀ X P M Q Y : Matrix n n ℝ,
      X * (P * M * Q) * Y = (X * P) * M * (Q * Y) := by
    intro X P M Q Y
    simp only [mul_assoc]
  -- the three off-diagonal blocks of the effective matrix
  have b1 : C * effectiveFock C O V A B * O = C * B * O := by
    simp only [effectiveFock, mul_add, add_mul, mul_smul_comm, smul_mul_assoc, sandwich,
      h.CC, h.OO, h.CO, hCV, hVO, zero_mul, mul_zero, add_zero, zero_add, smul_zero]
  have b2 : O * effectiveFock C O V A B * V = O * A * V := by
    simp only [effectiveFock, mul_add, add_mul, mul_smul_comm, smul_mul_assoc, sandwich,
      h.OO, hOC, hOV, hCV, hVV, zero_mul, mul_zero, add_zero, zero_add, smul_zero]
  have b3 : C * effectiveFock C O V A B * V = (1 / 2 : ℝ) • (C * (A + B) * V) := by
    simp only [effectiveFock, mul_add, add_mul, mul_smul_comm, smul_mul_assoc, sandwich,
      h.CC, h.CO, hCV, hOV, hVV, zero_mul, mul_zero, add_zero, zero_add]
  have half : (1 / 2 : ℝ) • (C * (A + B) * V) = 0 ↔ C * (A + B) * V = 0 :=
    smul_eq_zero_iff_right (by norm_num)
  rw [isStationary_iff_blocks h hA hB, commute_iff_blocks h hR, b1, b2, b3, half]

/-- A symmetric test matrix in the role of the alpha Fock matrix, for three orbitals. -/
def alphaFock : Matrix (Fin 3) (Fin 3) ℝ := !![0, 1, 1; 1, 0, 0; 1, 0, 0]

/-- A symmetric test matrix in the role of the beta Fock matrix, for three orbitals. -/
def betaFock : Matrix (Fin 3) (Fin 3) ℝ := !![0, 0, -1; 0, 0, 1; -1, 1, 0]

/-- With one orbital in each shell, `alphaFock` and `betaFock` give a stationary restricted
open-shell energy although neither commutes with the density of its own spin. -/
theorem isStationary_witness :
    let C : Matrix (Fin 3) (Fin 3) ℝ := !![1, 0, 0; 0, 0, 0; 0, 0, 0]
    let O : Matrix (Fin 3) (Fin 3) ℝ := !![0, 0, 0; 0, 1, 0; 0, 0, 0]
    let V : Matrix (Fin 3) (Fin 3) ℝ := !![0, 0, 0; 0, 0, 0; 0, 0, 1]
    ShellProjectors C O V ∧ alphaFockᵀ = alphaFock ∧ betaFockᵀ = betaFock ∧
      IsStationary C O alphaFock betaFock ∧
      alphaFock * (C + O) ≠ (C + O) * alphaFock ∧ betaFock * C ≠ C * betaFock := by
  intro C O V
  have hP : ShellProjectors C O V := by
    constructor <;> ext i j <;> fin_cases i <;> fin_cases j <;>
      simp [C, O, V, Matrix.mul_apply, Fin.sum_univ_succ]
  have hA : alphaFockᵀ = alphaFock := by
    ext i j
    fin_cases i <;> fin_cases j <;> simp [alphaFock]
  have hB : betaFockᵀ = betaFock := by
    ext i j
    fin_cases i <;> fin_cases j <;> simp [betaFock]
  refine ⟨hP, hA, hB, (isStationary_iff_blocks hP hA hB).mpr ⟨?_, ?_, ?_⟩, ?_, ?_⟩
  · ext i j
    fin_cases i <;> fin_cases j <;>
      simp [C, O, betaFock, Matrix.mul_apply, Fin.sum_univ_succ]
  · ext i j
    fin_cases i <;> fin_cases j <;>
      simp [O, V, alphaFock, Matrix.mul_apply, Fin.sum_univ_succ]
  · ext i j
    fin_cases i <;> fin_cases j <;>
      simp [C, V, alphaFock, betaFock, Matrix.mul_apply, Fin.sum_univ_succ]
  · -- the closed-virtual element survives on one side only
    intro h
    have h02 := congrFun (congrFun h 0) 2
    simp [C, O, alphaFock, Matrix.mul_apply, Fin.sum_univ_succ] at h02
  · intro h
    have h02 := congrFun (congrFun h 0) 2
    simp [C, betaFock, Matrix.mul_apply, Fin.sum_univ_succ] at h02

end

end RestrictedOpenShell
```

```lean
#print axioms RestrictedOpenShell.isStationary_iff_blocks
#print axioms RestrictedOpenShell.isStationary_iff_effectiveFock
```

```
'RestrictedOpenShell.isStationary_iff_blocks' depends on axioms: [propext, Classical.choice, Quot.sound]
'RestrictedOpenShell.isStationary_iff_effectiveFock' depends on axioms: [propext, Classical.choice, Quot.sound]
```

## Reading the definitions and lemmas

The finite type `n` labels the orthonormal spatial orbitals. `ShellProjectors C O V` collects the relations assumed of the projectors; the symmetry and idempotence of $V$ and the remaining orthogonality relations are derived in `ShellProjectors.products`. Any shell may be empty. `firstVariation` is $\delta E(K)$, `IsStationary` quantifies over all `K` with `Kᵀ = -K`, `orbitalGradient` is $G$, and `effectiveFock` is $R$. The hypotheses `hA` and `hB` state that the Fock matrices are symmetric, as the matrix of a Hermitian operator is when its elements are real.

`firstVariation_eq_trace` is the cyclicity step. `isStationary_iff_gradient` inserts $G$ as its own generator, in the term `hs _ hG`, and concludes from the vanishing trace of $G^TG$.

In `isStationary_iff_blocks`, the local identity `key` expands $XGY$ for arbitrary $X$ and $Y$; the choices `key C O`, `key O V` and `key C V` give the three conditions. For the converse, `flip` transposes a vanishing block and `e` writes $G$ as the sum of its surviving blocks.

`commute_iff_blocks` is the statement about a general symmetric $F$, with `left` and `right` inserting $C+O+V=1$. `isStationary_iff_effectiveFock` computes the three blocks of $R$ as `b1`, `b2` and `b3`, and `half` removes the factor $\tfrac12$.

`isStationary_witness` has one orbital in each shell, numbered 0, 1, 2. There $B_{01}=0$, $A_{12}=0$ and $A_{02}+B_{02}=1-1=0$, so the energy is stationary. The individual elements $A_{02}=1$ and $B_{02}=-1$ keep each Fock matrix from commuting with its own density. These matrices are chosen numbers and cannot come from a Hartree-Fock calculation: there $B-A$ is the exchange matrix of the open shell, which is positive semidefinite, whereas here it has a zero diagonal and nonzero off-diagonal elements. Subtracting $3$ from every diagonal element of $A$ makes $B-A$ positive semidefinite and changes none of the commutators or blocks used here.

## Without symmetry, at a minimum, at finite tolerance

The equivalence with the blocks fails if $A$ is allowed to be non-symmetric. Take two orbitals, numbered 0 and 1, with $C=0$, $O=\operatorname{diag}(1,0)$, $V=\operatorname{diag}(0,1)$, $B=0$ and

$$A=\begin{pmatrix}0&1\\-1&0\end{pmatrix}.$$

Every antisymmetric $K$ is fixed by $k=K_{01}$, and $\delta E(K)=-k(A_{01}+A_{10})=0$. The energy is stationary by definition, yet $OAV$ has the element $1$ in position $(0,1)$. The trace formula sees only the symmetric part of $A$, whereas the blocks also see the antisymmetric part. If a symmetric Fock matrix is stored as one triangle, the other triangle should be filled in by reflection before the blocks are tested; taking the symmetric part of the stored triangle would halve the off-diagonal elements.

The theorems concern given matrices $A$ and $B$ at one set of orbitals. That $\delta E(K)$ is the derivative of the Hartree-Fock energy is an input, which holds when $A$ and $B$ are the derivatives of that energy with respect to the spin densities. Stationarity does not distinguish a minimum from a saddle point, and nothing is said about whether an iteration converges or whether filling the lowest eigenvectors of $R$ reproduces the assumed shells. Complex orbitals and open-shell states that need several determinants lie beyond the model. In a non-orthogonal atomic basis the formulas do not apply as written: either the matrices are first transformed to an orthonormal basis, or the overlap matrix is included in the conditions.

The equivalences are also about exact zeros, whereas a code compares a residual with a threshold. There the choice of residual matters: $R$ carries only half of the closed-virtual block of $G$, so the same threshold applied to the two matrices is not the same test. The diagonal blocks of $R$ play no part in the commutation condition; replacing them by other symmetric blocks changes the orbital energies, but not which orbitals count as stationary.
